# The L⁻³ finite-size energy of point charges on a square lattice above an ideal grounded metal

Q: I have adsorption energies for an ion on a metal slab in two lateral cells, of lengths $L_1<L_2$. I am about to fit $E(L)=E_{\rm ext}+c/L^3$ through them and quote $E_{\rm ext}$ as the isolated value. What supports that power?

A: A model in which the ion is a fixed point charge above a perfect, grounded, flat metal. There the interaction between cells adds an energy $D(L)$ per cell, which in atomic units satisfies $L^3D(L)\to q^2h^2S_3$ as $L\to\infty$. Here $q$ is the charge, $h$ its height, and $S_k=\sum_{n\neq0}|n|^{-k}$, where $n=(n_0,n_1)$ runs over pairs of integers and $|n|$ is the Euclidean length. Within this model, the error of the two-cell fit is bounded as well.

```lean
import Mathlib

open Filter Topology

namespace ChargedAdsorbateOnMetal

noncomputable section
```

Q: How does the formal version represent the lattice?

A: `Site` is the type of nonzero integer pairs, so the home cell is excluded. For a site `n`, `n.1` is the pair itself, `radius n` is $|n|$, and `latticeSum k` is $S_k$. The lattice is square.

```lean
/-- The lateral lattice sites other than the home cell: nonzero pairs of integers. -/
abbrev Site := {n : Fin 2 → ℤ // n ≠ 0}

/-- Euclidean length of a lattice site, in units of the cell length. -/
def radius (n : Site) : ℝ := √((n.1 0 : ℝ) ^ 2 + (n.1 1 : ℝ) ^ 2)

/-- The lattice sum of `1 / |n| ^ k` over the nonzero sites, for `k ≥ 3`. -/
def latticeSum (k : ℕ) : ℝ := ∑' n : Site, 1 / radius n ^ k
```

Q: Where is the metal? I see only charges.

A: It enters through its image charge. In the half-space $z\ge0$, a charge at height $h$ has the potential
$$\frac{q}{\sqrt{x^2+y^2+(z-h)^2}}-\frac{q}{\sqrt{x^2+y^2+(z+h)^2}}.$$
This is in Gaussian or atomic units, with vacuum above the surface. `imageEnergy q h L` is $D(L)$: it adds the potentials of all other cells at the adsorbate and multiplies by $q/2$. The half shares each pair energy between two cells.

```lean
/-- Potential at `(x, y, z)` of a charge `q` at `(0, 0, h)` and its image `-q` at `(0, 0, -h)`,
for points away from both charges. -/
def potential (q h x y z : ℝ) : ℝ :=
  q / √(x ^ 2 + y ^ 2 + (z - h) ^ 2) - q / √(x ^ 2 + y ^ 2 + (z + h) ^ 2)

/-- Spurious energy per cell of an adsorbate of charge `q` at height `h`, for cell length `L > 0`:
half of `q` times the potential produced at the adsorbate by all other cells. -/
def imageEnergy (q h L : ℝ) : ℝ :=
  q / 2 * ∑' n : Site, potential q h (L * n.1 0) (L * n.1 1) h
```

Q: And the adsorbate's attraction to its own image?

A: That is $-q^2/(4h)$, which does not depend on $L$, so it belongs to the true isolated value, called $E_0$ from here on. What remains is a sum over pairs. At lateral distance $r>0$, two unit charges at height $h$ interact through
$$f(r)=\frac1r-\frac1s,\qquad s=\sqrt{r^2+4h^2},$$
which is `screened h r`. Your fit is `extrapolate`, with $c$ eliminated:
$$E_{\rm ext}=\frac{L_2^3E(L_2)-L_1^3E(L_1)}{L_2^3-L_1^3}.$$

```lean
/-- Screened interaction of two unit charges at height `h` and lateral distance `r > 0`. -/
def screened (h r : ℝ) : ℝ := 1 / r - 1 / √(r ^ 2 + 4 * h ^ 2)

/-- Two-cell extrapolation that removes a term proportional to `L⁻³` from the energies `E L`,
for cell lengths `L₁ ≠ L₂`. -/
def extrapolate (E : ℝ → ℝ) (L₁ L₂ : ℝ) : ℝ :=
  (L₂ ^ 3 * E L₂ - L₁ ^ 3 * E L₁) / (L₂ ^ 3 - L₁ ^ 3)
```

Q: Is the potential really that of a grounded plane?

A: At $z=0$ the two distances are equal and the terms cancel. `potential_surface` proves this boundary condition. That the formula also solves Poisson's equation for the charge above the surface is standard and is not proved here.

```lean
/-- The potential of the charge and its image vanishes on the metal surface `z = 0`. -/
theorem potential_surface (q h x y : ℝ) : potential q h x y 0 = 0 := by
  simp [potential]
```

Q: The sum of $1/r$ over a plane diverges. Why should I trust a lattice sum here?

A: Each charge is paired with its image before summing, and the pair decays as $r^{-3}$. So we first need $S_k$ to converge for $k\ge3$. Let $m=\max(|n_0|,|n_1|)$. Then $|n|\ge m$, and $8m$ sites share each value $m\ge1$, so
$$S_k\le\sum_{m\ge1}8m\,m^{-k}=8\sum_{m\ge1}m^{1-k}<\infty .$$
In Lean, `‖n.1‖` is this $m$. `norm_le_radius` gives the comparison, and `radius_pos` follows from it. `hasSum_lattice` takes the convergence of the sum over $m^{-k}$ from Mathlib and compares term by term.

```lean
/-- The Euclidean length of a nonzero site is at least the largest absolute value of its
coordinates, which is positive. -/
theorem norm_le_radius (n : Site) : 0 < ‖n.1‖ ∧ ‖n.1‖ ≤ radius n := by
  refine ⟨norm_pos_iff.mpr n.2, (pi_norm_le_iff_of_nonneg (Real.sqrt_nonneg _)).mpr ?_⟩
  intro i
  rw [Int.norm_eq_abs]
  apply Real.abs_le_sqrt
  fin_cases i
  · exact le_add_of_nonneg_right (sq_nonneg _)
  · exact le_add_of_nonneg_left (sq_nonneg _)

theorem radius_pos (n : Site) : 0 < radius n :=
  (norm_le_radius n).1.trans_le (norm_le_radius n).2

/-- The planar lattice sum of `1 / |n| ^ k` converges for every integer `k ≥ 3`. -/
theorem hasSum_lattice {k : ℕ} (hk : 3 ≤ k) :
    HasSum (fun n : Site => 1 / radius n ^ k) (latticeSum k) := by
  have hk' : (2 : ℝ) < k := by exact_mod_cast hk
  have h := (EisensteinSeries.summable_one_div_norm_rpow hk').comp_injective
    (Subtype.val_injective (p := fun n : Fin 2 → ℤ => n ≠ 0))
  refine (Summable.of_nonneg_of_le (fun n => ?_) (fun n => ?_) h).hasSum
  · exact one_div_nonneg.mpr (pow_nonneg (radius_pos n).le k)
  · -- compare the Euclidean length with the largest absolute value of the coordinates
    obtain ⟨h0, h1⟩ := norm_le_radius n
    change 1 / radius n ^ k ≤ ‖n.1‖ ^ (-(k : ℝ))
    rw [Real.rpow_neg h0.le, Real.rpow_natCast, ← one_div]
    exact one_div_le_one_div_of_le (pow_pos h0 k) (pow_le_pow_left₀ h0.le h1 k)
```

Q: "Decays as $r^{-3}$" sounds like a Taylor expansion. What happens when $h$ is not small compared with $r$?

A: The bounds hold for every $r>0$, because the remainders factor. Use $4h^2=s^2-r^2$. The gap to the leading term is
$$\frac{2h^2}{r^3}-f=\frac{s^2-r^2}{2r^3}-\frac{s-r}{rs}
=\frac{(s-r)(s^2+rs-2r^2)}{2r^3s}
=\frac{(s-r)^2(s+2r)}{2r^3s}\ge0 .$$
For the next order, $6h^4=\tfrac38(s^2-r^2)^2$, so
$$f-\frac{2h^2}{r^3}+\frac{6h^4}{r^5}
=\frac{(s-r)^2\left[3s(s+r)^2-4r^2(s+2r)\right]}{8r^5s}.$$
The bracket is $3s^3+6s^2r-sr^2-8r^3=(s-r)(3s^2+9sr+8r^2)$, which gives
$$f-\frac{2h^2}{r^3}+\frac{6h^4}{r^5}=\frac{(s-r)^3(3s^2+9sr+8r^2)}{8r^5s}\ge0,$$
since $s\ge r$. The same inequality gives $f\ge0$.

In `screened_bounds`, `generalize` names the square root `s`, and `hh` replaces $h^2$ by $(s^2-r^2)/4$. Then `field_simp` and `ring` verify the two factorisations, called `upper` and `lower`. The signs follow from the factors.

```lean
/-- At lateral distance `r > 0` the screened interaction is nonnegative and lies between the first
two partial sums of its expansion in `h / r`. -/
theorem screened_bounds (h : ℝ) {r : ℝ} (hr : 0 < r) :
    0 ≤ screened h r ∧ 2 * h ^ 2 / r ^ 3 - 6 * h ^ 4 / r ^ 5 ≤ screened h r ∧
      screened h r ≤ 2 * h ^ 2 / r ^ 3 := by
  unfold screened
  have hrs : r ≤ √(r ^ 2 + 4 * h ^ 2) := (Real.le_sqrt' hr).mpr (by nlinarith [sq_nonneg h])
  have hs2 : √(r ^ 2 + 4 * h ^ 2) ^ 2 = r ^ 2 + 4 * h ^ 2 := Real.sq_sqrt (by positivity)
  generalize √(r ^ 2 + 4 * h ^ 2) = s at hrs hs2 ⊢
  have hs : 0 < s := hr.trans_le hrs
  have hd : 0 ≤ s - r := sub_nonneg.mpr hrs
  have hh : h ^ 2 = (s ^ 2 - r ^ 2) / 4 := by linarith
  -- both remainders factor with a manifest sign
  have upper : 2 * h ^ 2 / r ^ 3 - (1 / r - 1 / s)
      = (s - r) ^ 2 * (s + 2 * r) / (2 * r ^ 3 * s) := by
    rw [hh]
    field_simp
    ring
  have lower : (1 / r - 1 / s) - (2 * h ^ 2 / r ^ 3 - 6 * h ^ 4 / r ^ 5)
      = (s - r) ^ 3 * (3 * s ^ 2 + 9 * s * r + 8 * r ^ 2) / (8 * r ^ 5 * s) := by
    rw [show h ^ 4 = (h ^ 2) ^ 2 by ring, hh]
    field_simp
    ring
  refine ⟨sub_nonneg.mpr (one_div_le_one_div_of_le hr hrs), ?_, ?_⟩
  · rw [← sub_nonneg, lower]
    exact div_nonneg (mul_nonneg (pow_nonneg hd 3) (by positivity)) (by positivity)
  · rw [← sub_nonneg, upper]
    positivity
```

Q: So the lattice sum of $f$ converges by comparison?

A: Yes. With $r=L|n|$ and $L>0$, we have $0\le f(L|n|)\le 2h^2/(L^3|n|^3)$, and the right side is summable by the case $k=3$. `Summable` means convergence independent of the order of the terms, so no choice of summation shape enters.

```lean
theorem summable_screened (h : ℝ) {L : ℝ} (hL : 0 < L) :
    Summable (fun n : Site => screened h (L * radius n)) := by
  refine Summable.of_nonneg_of_le
    (fun n => (screened_bounds h (mul_pos hL (radius_pos n))).1) (fun n => ?_)
    ((hasSum_lattice le_rfl).summable.mul_left (2 * h ^ 2 / L ^ 3))
  exact (screened_bounds h (mul_pos hL (radius_pos n))).2.2.trans_eq (by ring)
```

Q: Does that apply to the energy you defined from potentials, or only to this $f$?

A: To both. Site $n$ lies at $(Ln_0,Ln_1)$, so its squared distance from the adsorbate is $L^2|n|^2$, and that of its image is $L^2|n|^2+4h^2$. Its potential there is therefore $q\,f(L|n|)$, and
$$D(L)=\frac{q^2}{2}\sum_{n\ne0}\left(\frac1{L|n|}-\frac1{\sqrt{L^2|n|^2+4h^2}}\right).$$
`imageEnergy_eq` proves convergence together with this formula. The convergence half matters, because Lean assigns the value zero to a divergent sum. The step `key` is the identity for one site.

```lean
/-- For `L > 0` the potentials of the other cells have a convergent sum, and the spurious energy is
`q ^ 2 / 2` times the lattice sum of screened interactions. -/
theorem imageEnergy_eq (q h : ℝ) {L : ℝ} (hL : 0 < L) :
    Summable (fun n : Site => potential q h (L * n.1 0) (L * n.1 1) h) ∧
      imageEnergy q h L = q ^ 2 / 2 * ∑' n : Site,
        (1 / (L * radius n) - 1 / √((L * radius n) ^ 2 + 4 * h ^ 2)) := by
  have key : ∀ n : Site, potential q h (L * n.1 0) (L * n.1 1) h
      = q * screened h (L * radius n) := by
    intro n
    have hr : radius n ^ 2 = (n.1 0 : ℝ) ^ 2 + (n.1 1 : ℝ) ^ 2 := Real.sq_sqrt (by positivity)
    have e1 : (L * (n.1 0 : ℝ)) ^ 2 + (L * (n.1 1 : ℝ)) ^ 2 + (h - h) ^ 2
        = (L * radius n) ^ 2 := by linear_combination (-L ^ 2) * hr
    have e2 : (L * (n.1 0 : ℝ)) ^ 2 + (L * (n.1 1 : ℝ)) ^ 2 + (h + h) ^ 2
        = (L * radius n) ^ 2 + 4 * h ^ 2 := by linear_combination (-L ^ 2) * hr
    unfold potential screened
    rw [e1, e2, Real.sqrt_sq (mul_pos hL (radius_pos n)).le]
    ring
  constructor
  · simp only [key]
    exact (summable_screened h hL).mul_left q
  · simp only [imageEnergy, key, tsum_mul_left, screened]
    ring
```

Q: What sign should I expect?

A: Positive: the neighbours repel, and their images only weaken the repulsion. For $h>0$ we have $s>r$, so every term is strictly positive, and so is $D(L)$ when $q\ne0$. `imageEnergy_pos` states this and the nonnegativity for all real $q$. At $h=0$ charge and image coincide and $D$ vanishes, so strict positivity needs $h\neq0$.

```lean
/-- For `L > 0` and `h > 0` the spurious energy is nonnegative, and it is strictly positive when
the adsorbate is charged. -/
theorem imageEnergy_pos (q : ℝ) {h L : ℝ} (hh : 0 < h) (hL : 0 < L) :
    0 ≤ imageEnergy q h L ∧ (q ≠ 0 → 0 < imageEnergy q h L) := by
  have hpos : ∀ n : Site, 0 < screened h (L * radius n) := by
    intro n
    have hr := mul_pos hL (radius_pos n)
    exact sub_pos.mpr (one_div_lt_one_div_of_lt hr
      ((Real.lt_sqrt hr.le).mpr (lt_add_of_pos_right _ (by positivity))))
  have hsum : 0 < ∑' n : Site, screened h (L * radius n) :=
    (summable_screened h hL).tsum_pos (fun n => (hpos n).le)
      ⟨fun _ => 1, fun h0 => one_ne_zero (congrFun h0 0)⟩ (hpos _)
  rw [(imageEnergy_eq q h hL).2]
  exact ⟨mul_nonneg (by positivity) hsum.le, fun hq => mul_pos (by positivity) hsum⟩
```

Q: Now the power law, please.

A: Put $r=L|n|$ in the two bounds on $f$, sum over $n$, and multiply by $L^3q^2/2$:
$$q^2h^2S_3-\frac{3q^2h^4S_5}{L^2}\;\le\;L^3D(L)\;\le\;q^2h^2S_3 .$$
This is `imageEnergy_bounds`, valid for every $L>0$. `hasSum_le` sums the inequalities as `up` and `lo`, and `linear_combination` collects the powers of $L$.

```lean
/-- For `L > 0`, `L ^ 3` times the spurious energy lies below `q ^ 2 * h ^ 2 * ∑ |n|⁻³` by at most
`3 * q ^ 2 * h ^ 4 * ∑ |n|⁻⁵ / L ^ 2`. -/
theorem imageEnergy_bounds (q h : ℝ) {L : ℝ} (hL : 0 < L) :
    q ^ 2 * h ^ 2 * latticeSum 3 - 3 * q ^ 2 * h ^ 4 * latticeSum 5 / L ^ 2
        ≤ L ^ 3 * imageEnergy q h L ∧
      L ^ 3 * imageEnergy q h L ≤ q ^ 2 * h ^ 2 * latticeSum 3 := by
  have h3 := (hasSum_lattice (k := 3) le_rfl).mul_left (2 * h ^ 2 / L ^ 3)
  have h5 := (hasSum_lattice (k := 5) (by norm_num)).mul_left (6 * h ^ 4 / L ^ 5)
  have hT := (summable_screened h hL).hasSum
  -- sum the pairwise bounds over the lattice
  have up := hasSum_le (fun n => (screened_bounds h
    (mul_pos hL (radius_pos n))).2.2.trans_eq (by ring)) hT h3
  have lo := hasSum_le (fun n => le_trans (le_of_eq (by ring))
    (screened_bounds h (mul_pos hL (radius_pos n))).2.1) (h3.sub h5) hT
  have e1 : L ^ 3 * (1 / L ^ 3) = 1 := mul_one_div_cancel (pow_pos hL 3).ne'
  have e2 : L ^ 3 * (1 / L ^ 5) = 1 / L ^ 2 := by field_simp
  have hc : 0 ≤ L ^ 3 * (q ^ 2 / 2) := by positivity
  have hE : L ^ 3 * imageEnergy q h L
      = L ^ 3 * (q ^ 2 / 2) * ∑' n : Site, screened h (L * radius n) := by
    rw [(imageEnergy_eq q h hL).2, mul_assoc]
    rfl
  rw [hE]
  constructor
  · refine le_trans (le_of_eq ?_) (mul_le_mul_of_nonneg_left lo hc)
    linear_combination (-(q ^ 2 * h ^ 2 * latticeSum 3)) * e1
      + 3 * q ^ 2 * h ^ 4 * latticeSum 5 * e2
  · refine (mul_le_mul_of_nonneg_left up hc).trans_eq ?_
    linear_combination (q ^ 2 * h ^ 2 * latticeSum 3) * e1
```

As $L\to\infty$ the correction on the left vanishes, and squeezing gives the limit in `imageEnergy_tendsto`. The `filter_upwards` lines restrict attention to $L>0$, where the bounds apply.

```lean
/-- As the cell grows, `L ^ 3` times the spurious energy tends to
`q ^ 2 * h ^ 2 * ∑ |n|⁻³`. -/
theorem imageEnergy_tendsto (q h : ℝ) :
    Tendsto (fun L => L ^ 3 * imageEnergy q h L) atTop
      (𝓝 (q ^ 2 * h ^ 2 * latticeSum 3)) := by
  have h0 : Tendsto (fun L : ℝ => 3 * q ^ 2 * h ^ 4 * latticeSum 5 / L ^ 2) atTop (𝓝 0) :=
    tendsto_const_nhds.div_atTop (tendsto_pow_atTop two_ne_zero)
  have h1 := (tendsto_const_nhds (x := q ^ 2 * h ^ 2 * latticeSum 3)).sub h0
  rw [sub_zero] at h1
  refine tendsto_of_tendsto_of_tendsto_of_le_of_le' h1 tendsto_const_nhds ?_ ?_
  · filter_upwards [eventually_gt_atTop 0] with L hL using (imageEnergy_bounds q h hL).1
  · filter_upwards [eventually_gt_atTop 0] with L hL using (imageEnergy_bounds q h hL).2
```

Q: Can I recognise the coefficient physically?

A: Adsorbate and image form a dipole $2qh$ normal to the surface. At height $h$ and large lateral distance $r$ its potential is about $2qh\cdot h/r^3$. Multiplying by $q/2$ gives $q^2h^2/r^3$ per neighbour, as in the limit.

The two-sided bound also yields a second limit, which is not formalised here. Keep $L>0$ fixed, divide by $h^2$, and let $h\to0$ through nonzero values: $D(L)/h^2\to q^2S_3/L^3$. For a charge close to the surface, $D(L)$ thus has the same leading form in a cell of any fixed size.

Q: Back to my two cells. How wrong can $E_{\rm ext}$ be?

A: Suppose $E(L)=E_0+D(L)$. The constant drops out of the extrapolation:
$$E_{\rm ext}-E_0=\frac{L_2^3D(L_2)-L_1^3D(L_1)}{L_2^3-L_1^3}.$$
Write $A=q^2h^2S_3$ and $B=3q^2h^4S_5$. Each $L_i^3D(L_i)$ lies between $A-B/L_i^2$ and $A$. The numerator is therefore at most $B/L_1^2$ and at least $-B/L_2^2\ge-B/L_1^2$. Hence
$$|E_{\rm ext}-E_0|\le\frac{3q^2h^4S_5}{L_1^2(L_2^3-L_1^3)} .$$
For $L_2=2L_1$ this is $3q^2h^4S_5/(7L_1^5)$, two powers of $L_1$ better than the uncorrected energy. In `extrapolate_error`, `e` is the cancellation of $E_0$, `hmono` compares the two cell sizes, and `linarith` combines the four bounds.

```lean
/-- If the computed energy is `E₀` plus the spurious energy, extrapolation from two cells with
`0 < L₁ < L₂` recovers `E₀` within the stated error. -/
theorem extrapolate_error (q h E₀ : ℝ) {L₁ L₂ : ℝ} (h₁ : 0 < L₁) (h₂ : L₁ < L₂) :
    |extrapolate (fun L => E₀ + imageEnergy q h L) L₁ L₂ - E₀|
      ≤ 3 * q ^ 2 * h ^ 4 * latticeSum 5 / (L₁ ^ 2 * (L₂ ^ 3 - L₁ ^ 3)) := by
  have hd : 0 < L₂ ^ 3 - L₁ ^ 3 := sub_pos.mpr (pow_lt_pow_left₀ h₂ h₁.le (by norm_num))
  -- the constant energy drops out exactly
  have e : extrapolate (fun L => E₀ + imageEnergy q h L) L₁ L₂ - E₀
      = (L₂ ^ 3 * imageEnergy q h L₂ - L₁ ^ 3 * imageEnergy q h L₁) / (L₂ ^ 3 - L₁ ^ 3) := by
    simp only [extrapolate]
    rw [eq_div_iff hd.ne', sub_mul, div_mul_cancel₀ _ hd.ne']
    ring
  have hS : 0 ≤ latticeSum 5 :=
    tsum_nonneg (fun n => one_div_nonneg.mpr (pow_nonneg (radius_pos n).le 5))
  have hB : 0 ≤ 3 * q ^ 2 * h ^ 4 * latticeSum 5 := mul_nonneg (by positivity) hS
  have hmono := div_le_div_of_nonneg_left hB (pow_pos h₁ 2) (pow_le_pow_left₀ h₁.le h₂.le 2)
  obtain ⟨a₁, b₁⟩ := imageEnergy_bounds q h h₁
  obtain ⟨a₂, b₂⟩ := imageEnergy_bounds q h (h₁.trans h₂)
  rw [e, abs_div, abs_of_pos hd, ← div_div]
  refine div_le_div_of_nonneg_right ?_ hd.le
  rw [abs_le]
  constructor <;> linarith

end

end ChargedAdsorbateOnMetal
```

```lean
#print axioms ChargedAdsorbateOnMetal.potential_surface
-- 'ChargedAdsorbateOnMetal.potential_surface' depends on axioms: [propext, Classical.choice, Quot.sound]
#print axioms ChargedAdsorbateOnMetal.imageEnergy_pos
-- 'ChargedAdsorbateOnMetal.imageEnergy_pos' depends on axioms: [propext, Classical.choice, Quot.sound]
#print axioms ChargedAdsorbateOnMetal.imageEnergy_tendsto
-- 'ChargedAdsorbateOnMetal.imageEnergy_tendsto' depends on axioms: [propext, Classical.choice, Quot.sound]
#print axioms ChargedAdsorbateOnMetal.extrapolate_error
-- 'ChargedAdsorbateOnMetal.extrapolate_error' depends on axioms: [propext, Classical.choice, Quot.sound]
```

Q: My slab calculation is not a point charge over a perfect conductor. What am I assuming when I use this bound?

A: That everything in the energy except $D(L)$ is independent of $L$. Physically, the ion keeps its charge, height and bonding at every coverage, and the clean-slab energy has been subtracted consistently. The model also leaves out polarisable or extended adsorbates, imperfect screening by the metal, interactions between periodic images along the surface normal, and the uniform background used in calculations with a charged cell. In the model each cell is neutral, because the metal carries the induced charge $-q$. The height $h$ is measured from the plane where the potential vanishes, which in a real metal need not be the top layer of nuclei. If charge transfer changes between your two cells, the bound says nothing about your fit, and a third cell size is a sensible test.
